# For a positive target, the one-way shift proposal on a ring of three or more sites has the identity as its Metropolis–Hastings kernel

A sampler on a ring of n ≥ 3 sites proposes the move x → x+1 at every step. The proposal visits every site in turn, so a check that it connects the whole state space passes. Once the Metropolis–Hastings acceptance test is applied with a strictly positive target, every move is rejected. The run returns its starting state forever, and each average equals the observable at that state with zero fluctuation. Connectivity of a proposal therefore need not pass to the chain, and in this example it does not.

## The criterion for a frozen kernel

Let S be a finite set of states, p(x) > 0 the target weight of state x, and q(x,y) ≥ 0 the probability of proposing y from x. The acceptance A, the probability m of a proposed and accepted move, and the kernel P are

    A(x,y) = min(1, p(y)q(y,x) / (p(x)q(x,y)))
    m(x,y) = q(x,y)A(x,y) if q(x,y) > 0, and 0 otherwise
    P(x,y) = m(x,y) for y ≠ x,   P(x,x) = 1 − Σ_{z≠x} m(x,z)

Call q one-way if q(x,y) = 0 or q(y,x) = 0 for all x ≠ y. With 1 the identity matrix, the criterion is

    P = 1  ⇔  q is one-way

The shift s(x,y) = [y = x+1] on the integers mod n, where the bracket is 1 if the condition holds and 0 otherwise, is irreducible, and it is one-way for n ≥ 3.

## Reachability checks in a sampler

A code that argues for ergodicity from its move set needs the moves that survive acceptance, and for positive p these are the pairs with q(x,y) > 0 and q(y,x) > 0. A proposal with directed moves should be tested for reachability on those pairs only. A detailed-balance test gives no warning, since the identity satisfies p(x)P(x,y) = p(y)P(y,x) for any p. The same criterion applies to variational Monte Carlo with p = |ψ|², provided the configuration space is finite and the trial wavefunction ψ vanishes on no configuration.

## From vanishing moves to the identity

First, m(x,y) = 0 exactly when q(x,y) = 0 or q(y,x) = 0. If q(x,y) = 0 this is the definition. If q(x,y) > 0 and q(y,x) = 0, the numerator of the ratio vanishes over a positive denominator, so A = min(1,0) = 0. If both are positive, the ratio is positive, and so are A and m.

Second, if P = 1 then m(x,y) = 0 for all x ≠ y, so q is one-way. If q is one-way, all off-diagonal entries vanish and P(x,x) = 1 − 0 = 1.

Third, sᵏ(x,y) = [y = x+k] by induction on the number of steps k. The case k = 0 is the identity, and

    sᵏ⁺¹(x,y) = Σ_z [z = x+k] s(z,y) = s(x+k, y) = [y = x+k+1]

Taking k as the representative of y − x in 0, …, n−1 gives sᵏ(x,y) = 1, so s is irreducible. Each row holds a single 1, so s is stochastic.

Fourth, the reverse of the move x → x+1 has probability s(x+1, x) = [x = x+2], which is nonzero only if n divides 2. For n ≥ 3 it vanishes, s is one-way and P = 1. Then Pᵏ(0,1) = 0 for all k, and 0 ≠ 1 on the ring, so P is not irreducible.

For n = 2 one has x+2 = x and s(x+1, x) = 1, which gives

    P(x, x+1) = min(1, p(x+1)/p(x)) > 0

Finally, let 0 ≤ a ≤ 1 be the probability of a forward step in the biased walk b(x,y) = a·s(x,y) + (1−a)·s(y,x). For n ≥ 3, b(0,1) = a and b(1,0) = 1−a, so one-way requires a = 0 or a = 1. Conversely these values give the transpose of s and s itself, both one-way.

## The Lean file

```lean
import Mathlib

open Matrix Finset

namespace OneWayProposal

noncomputable section

variable {S : Type*} [Fintype S] [DecidableEq S]

/-- Metropolis-Hastings acceptance probability `min(1, p(y) q(y,x) / (p(x) q(x,y)))`. -/
def accept (p : S → ℝ) (q : Matrix S S ℝ) (x y : S) : ℝ :=
  min 1 (p y * q y x / (p x * q x y))

/-- Probability that `x → y` is proposed and accepted; it is zero if `y` is never proposed
from `x`. -/
def move (p : S → ℝ) (q : Matrix S S ℝ) (x y : S) : ℝ :=
  if 0 < q x y then q x y * accept p q x y else 0

/-- Metropolis-Hastings kernel: accepted moves off the diagonal, the remaining probability
on the diagonal. -/
def mhKernel (p : S → ℝ) (q : Matrix S S ℝ) : Matrix S S ℝ :=
  Matrix.of fun x y => if x = y then 1 - ∑ z ∈ univ.erase x, move p q x z else move p q x y

/-- A chain is irreducible if every state is reached from every state with positive
probability in some number of steps. -/
def IsIrreducibleChain (M : Matrix S S ℝ) : Prop :=
  ∀ x y, ∃ k : ℕ, 0 < (M ^ k) x y

/-- A proposal is one-way if between two distinct states at least one direction is never
proposed. -/
def IsOneWay (q : Matrix S S ℝ) : Prop :=
  ∀ x y, x ≠ y → q x y = 0 ∨ q y x = 0

/-- The proposal on the ring `Z mod n` that always moves `x` to `x + 1`. -/
def shift (n : ℕ) : Matrix (ZMod n) (ZMod n) ℝ :=
  Matrix.of fun x y => if y = x + 1 then 1 else 0

/-- The proposal on `Z mod n` that steps forward with probability `a` and backward with
probability `1 - a`. -/
def biasedWalk (n : ℕ) (a : ℝ) : Matrix (ZMod n) (ZMod n) ℝ :=
  Matrix.of fun x y => a * shift n x y + (1 - a) * shift n y x

omit [Fintype S] [DecidableEq S] in
/-- For a positive target and a nonnegative proposal, the move `x → y` has probability zero
exactly when the move or its reverse is never proposed. -/
theorem move_eq_zero_iff {p : S → ℝ} {q : Matrix S S ℝ} (hp : ∀ x, 0 < p x)
    (hq : ∀ x y, 0 ≤ q x y) (x y : S) : move p q x y = 0 ↔ q x y = 0 ∨ q y x = 0 := by
  unfold move accept
  by_cases h : 0 < q x y
  · rw [if_pos h]
    constructor
    · intro h0
      right
      by_contra hne
      -- both directions proposed: the acceptance is positive
      have hr : 0 < q y x := lt_of_le_of_ne (hq y x) (Ne.symm hne)
      have hpos : 0 < q x y * min 1 (p y * q y x / (p x * q x y)) :=
        mul_pos h (lt_min one_pos (div_pos (mul_pos (hp y) hr) (mul_pos (hp x) h)))
      exact hpos.ne' h0
    · rintro (h0 | h0)
      · exact absurd h0 h.ne'
      · rw [h0, mul_zero, zero_div, min_eq_right zero_le_one, mul_zero]
  · rw [if_neg h]
    exact ⟨fun _ => Or.inl (le_antisymm (not_lt.mp h) (hq x y)), fun _ => rfl⟩

/-- For a positive target and a nonnegative proposal, the Metropolis-Hastings kernel is the
identity if and only if the proposal is one-way. -/
theorem mhKernel_eq_one_iff {p : S → ℝ} {q : Matrix S S ℝ} (hp : ∀ x, 0 < p x)
    (hq : ∀ x y, 0 ≤ q x y) : mhKernel p q = 1 ↔ IsOneWay q := by
  constructor
  · intro h x y hxy
    have h1 : mhKernel p q x y = move p q x y := if_neg hxy
    rw [h, Matrix.one_apply_ne hxy] at h1
    exact (move_eq_zero_iff hp hq x y).mp h1.symm
  · intro h
    have h0 : ∀ x y, x ≠ y → move p q x y = 0 :=
      fun x y hxy => (move_eq_zero_iff hp hq x y).mpr (h x y hxy)
    ext x y
    by_cases hxy : x = y
    · -- all moves are rejected, so the whole weight stays on the diagonal
      have h1 : mhKernel p q x y = 1 - ∑ z ∈ univ.erase x, move p q x z := if_pos hxy
      have hs : ∑ z ∈ univ.erase x, move p q x z = 0 :=
        Finset.sum_eq_zero fun z hz => h0 x z (Finset.ne_of_mem_erase hz).symm
      rw [h1, hs, sub_zero, hxy, Matrix.one_apply_eq]
    · have h1 : mhKernel p q x y = move p q x y := if_neg hxy
      rw [h1, h0 x y hxy, Matrix.one_apply_ne hxy]

/-- After `k` steps the shift proposal has carried `x` to `x + k` with certainty. -/
theorem shift_pow (n : ℕ) [NeZero n] (k : ℕ) (x y : ZMod n) :
    (shift n ^ k) x y = if y = x + (k : ZMod n) then 1 else 0 := by
  induction k generalizing y with
  | zero => simp [Matrix.one_apply, eq_comm]
  | succ k ih =>
    rw [pow_succ, Matrix.mul_apply]
    simp only [ih, ite_mul, one_mul, zero_mul, Finset.sum_ite_eq', Finset.mem_univ, if_true]
    rw [Nat.cast_succ, ← add_assoc]
    rfl

/-- The shift proposal has nonnegative entries and unit row sums, and it is irreducible. -/
theorem shift_stochastic_irreducible (n : ℕ) [NeZero n] :
    (∀ x y, 0 ≤ shift n x y) ∧ (∀ x, ∑ y, shift n x y = 1) ∧
      IsIrreducibleChain (shift n) := by
  refine ⟨fun x y => ?_, fun x => ?_, fun x y => ⟨(y - x).val, ?_⟩⟩
  · simp only [shift, Matrix.of_apply]
    split_ifs <;> norm_num
  · simp [shift]
  · have hxy : y = x + (y - x) := by ring
    rw [shift_pow, ZMod.natCast_zmod_val, if_pos hxy]
    exact one_pos

/-- On a ring of at least three sites, neither one nor two forward steps return to the
starting site. -/
theorem step_ne {n : ℕ} (hn : 3 ≤ n) (x : ZMod n) : x ≠ x + 1 ∧ x ≠ x + 1 + 1 := by
  have key : ∀ k : ℕ, 0 < k → k < n → (k : ZMod n) ≠ 0 := fun k h0 hk h =>
    absurd (Nat.le_of_dvd h0 ((CharP.cast_eq_zero_iff (ZMod n) n k).mp h)) (by omega)
  constructor
  · intro h
    apply key 1 (by omega) (by omega)
    push_cast
    linear_combination -h
  · intro h
    apply key 2 (by omega) (by omega)
    push_cast
    linear_combination -h

/-- On a ring of at least three sites the shift proposal is one-way. -/
theorem shift_oneWay {n : ℕ} (hn : 3 ≤ n) : IsOneWay (shift n) := by
  intro x y _
  by_cases h : y = x + 1
  · right
    subst h
    exact if_neg (step_ne hn x).2
  · left
    exact if_neg h

/-- For `n ≥ 3` and a positive target, the shift proposal is irreducible, yet each proposed
move has a positive denominator `p(x) q(x,x+1)` and acceptance zero, and the
Metropolis-Hastings kernel is the identity matrix, which is not irreducible. -/
theorem shift_mhKernel_frozen {n : ℕ} [NeZero n] (hn : 3 ≤ n) (p : ZMod n → ℝ)
    (hp : ∀ x, 0 < p x) :
    IsIrreducibleChain (shift n) ∧
      (∀ x, 0 < p x * shift n x (x + 1) ∧ accept p (shift n) x (x + 1) = 0) ∧
      mhKernel p (shift n) = 1 ∧ ¬ IsIrreducibleChain (mhKernel p (shift n)) := by
  obtain ⟨hq, -, hirr⟩ := shift_stochastic_irreducible n
  have hP : mhKernel p (shift n) = 1 := (mhKernel_eq_one_iff hp hq).mpr (shift_oneWay hn)
  refine ⟨hirr, fun x => ?_, hP, fun H => ?_⟩
  · have h1 : shift n x (x + 1) = 1 := if_pos rfl
    -- the reverse move is never proposed
    have h2 : shift n (x + 1) x = 0 := if_neg (step_ne hn x).2
    refine ⟨by rw [h1, mul_one]; exact hp x, ?_⟩
    unfold accept
    rw [h2, mul_zero, zero_div, min_eq_right zero_le_one]
  · obtain ⟨k, hk⟩ := H 0 (0 + 1)
    rw [hP, one_pow, Matrix.one_apply_ne (step_ne hn 0).1] at hk
    exact lt_irrefl _ hk

/-- On two sites the kernel of the shift proposal moves `x` to `x + 1` with probability
`min(1, p(x+1)/p(x))`, and this probability is positive. -/
theorem shift_two_sites (p : ZMod 2 → ℝ) (hp : ∀ x, 0 < p x) (x : ZMod 2) :
    mhKernel p (shift 2) x (x + 1) = min 1 (p (x + 1) / p x) ∧
      0 < mhKernel p (shift 2) x (x + 1) := by
  have h : ∀ z : ZMod 2, z = z + 1 + 1 ∧ z ≠ z + 1 := by decide
  have h1 : shift 2 x (x + 1) = 1 := if_pos rfl
  -- here the forward step is its own reverse
  have h2 : shift 2 (x + 1) x = 1 := if_pos (h x).1
  have h3 : mhKernel p (shift 2) x (x + 1) = move p (shift 2) x (x + 1) := if_neg (h x).2
  have h4 : mhKernel p (shift 2) x (x + 1) = min 1 (p (x + 1) / p x) := by
    rw [h3]
    unfold move accept
    rw [h1, h2, if_pos one_pos, one_mul, mul_one, mul_one]
  exact ⟨h4, by rw [h4]; exact lt_min one_pos (div_pos (hp _) (hp _))⟩

/-- For `n ≥ 3`, a positive target and `0 ≤ a ≤ 1`, the Metropolis-Hastings kernel of the
biased walk is the identity if and only if `a = 0` or `a = 1`. -/
theorem biasedWalk_frozen_iff {n : ℕ} [NeZero n] (hn : 3 ≤ n) (p : ZMod n → ℝ)
    (hp : ∀ x, 0 < p x) {a : ℝ} (h0 : 0 ≤ a) (h1 : a ≤ 1) :
    mhKernel p (biasedWalk n a) = 1 ↔ a = 0 ∨ a = 1 := by
  obtain ⟨hq, -, -⟩ := shift_stochastic_irreducible n
  have hB : ∀ x y, biasedWalk n a x y = a * shift n x y + (1 - a) * shift n y x :=
    fun _ _ => rfl
  have hBq : ∀ x y, 0 ≤ biasedWalk n a x y := fun x y => by
    rw [hB]
    exact add_nonneg (mul_nonneg h0 (hq x y)) (mul_nonneg (sub_nonneg.mpr h1) (hq y x))
  rw [mhKernel_eq_one_iff hp hBq]
  constructor
  · intro h
    have e1 : shift n 0 (0 + 1) = 1 := if_pos rfl
    have e2 : shift n (0 + 1) 0 = 0 := if_neg (step_ne hn 0).2
    -- the bond `0 — 1` is proposed with weight `a` forward and `1 - a` backward
    rcases h 0 (0 + 1) (step_ne hn 0).1 with h' | h'
    · rw [hB, e1, e2] at h'
      left
      linarith
    · rw [hB, e1, e2] at h'
      right
      linarith
  · rintro (ha | ha) x y hxy
    · rcases shift_oneWay hn x y hxy with h | h
      · right
        rw [hB, h, ha]
        ring
      · left
        rw [hB, h, ha]
        ring
    · rcases shift_oneWay hn x y hxy with h | h
      · left
        rw [hB, h, ha]
        ring
      · right
        rw [hB, h, ha]
        ring

end

end OneWayProposal
```

```lean
#print axioms OneWayProposal.shift_mhKernel_frozen
#print axioms OneWayProposal.shift_two_sites
#print axioms OneWayProposal.biasedWalk_frozen_iff
```

```
'OneWayProposal.shift_mhKernel_frozen' depends on axioms: [propext, Classical.choice, Quot.sound]
'OneWayProposal.shift_two_sites' depends on axioms: [propext, Classical.choice, Quot.sound]
'OneWayProposal.biasedWalk_frozen_iff' depends on axioms: [propext, Classical.choice, Quot.sound]
```

## Definitions and lemmas against the derivation

The functions `accept`, `move` and `mhKernel` are A, m and P; rows index the current state and columns the next. The ring is `ZMod n`, and `shift n` and `biasedWalk n a` are s and b. `IsIrreducibleChain M` asks for each pair x, y some `k : ℕ` with `0 < (M ^ k) x y`. The value k = 0 is allowed and serves only x = y. The hypothesis `hp` says that no state has zero weight, as for a Boltzmann weight with finite energies; p need not sum to one. Lean sets division by zero to zero, so the guard `0 < q x y` in `move` and the conjunct `0 < p x * shift n x (x + 1)` in the main theorem show that the zero acceptance comes from the numerator.

The theorem `shift_mhKernel_frozen` states, for `3 ≤ n` and positive p, that s is irreducible, that each proposed move has a positive denominator and acceptance 0, that P = 1, and that P is not irreducible.

The lemma `move_eq_zero_iff` is the first step, with the same case split; `hpos` chains `mul_pos`, `div_pos` and `lt_min` for the case of two positive directions. In `mhKernel_eq_one_iff`, `ext x y` compares entries and `Finset.sum_eq_zero` removes the sum on the diagonal. In `shift_pow`, `Finset.sum_ite_eq'` collapses the sum over z, and `shift_stochastic_irreducible` supplies `(y - x).val` as k. The fourth step is `step_ne` followed by `shift_oneWay`. In `shift_two_sites`, `decide` checks x = x+2 and x ≠ x+1 on both sites, and `biasedWalk_frozen_iff` evaluates b on the bond between 0 and 1.

## Where the ring size enters: the characteristic of ZMod n

The proofs use the inequality `3 ≤ n` only through `step_ne`. The Mathlib lemma `CharP.cast_eq_zero_iff (ZMod n) n k` says that the natural number k, read in the ring, is zero exactly when n divides k. If 0 < k and n divides k, `Nat.le_of_dvd` gives n ≤ k, which `omega` finds incompatible with k < n. This is the local statement `key`. It is used at k = 1, which needs 1 < n, and at k = 2, which needs 2 < n. The tactic `linear_combination -h` subtracts x from both sides of x = x+1+1 and obtains 2 = 0 in the ring. No division occurs, so n need not be prime.

## Limits: finite spaces, exact arithmetic, a single proposal

The theorems concern finite state spaces, exact real arithmetic and one fixed proposal matrix, so sweeps that alternate between different proposals are not treated. Besides p > 0, the criterion assumes of the proposal only q ≥ 0; unit row sums are proved for the shift alone, and no theorem says that P is stochastic or leaves p invariant. Targets with zero-weight states are excluded. For n = 2 the statement is the value and positivity of P(x, x+1). For 0 < a < 1 it is P ≠ 1, with nothing on irreducibility or mixing time. The remarks on run averages, reachability tests and detailed balance are informal consequences and are not theorems of the file.
